# The momentum density of a Gaussian orbital is Gaussian

For a single particle in three dimensions with the unnormalised orbital exp(−|x|²/(2s)), where s = r^(3/2) and r > 0, `momentum_density` gives the squared modulus of the overlap with the plane wave exp(ik·x) as (2πs)³ exp(−s|k|²). If the orbital is normalised and the plane waves carry the factor (2π)^(−3/2), the density over wave vectors k becomes (s/π)^(3/2) exp(−s|k|²). The attempt writes s for the power of r and brings the integrand to the form of Mathlib's Gaussian Fourier integral. It then simplifies the constants in the result, and finally takes the norm and squares it.

This version doesn't compile in Lean 4 with Mathlib:

```lean
import Mathlib

open MeasureTheory Set Filter

noncomputable section

namespace MomentumDensity

/-- Three-dimensional Euclidean space, used for positions and for wave vectors. -/
abbrev Space := EuclideanSpace ℝ (Fin 3)

/-- The Gaussian orbital `exp(-|x|²/(2 r^(3/2)))`, up to normalization, for `r > 0`. -/
def orbital (r : ℝ) (x : Space) : ℂ :=
  ((Real.exp (-‖x‖ ^ 2 / (2 * r ^ (3 / 2 : ℝ))) : ℝ) : ℂ)

/-- The momentum amplitude: the overlap of the orbital with the plane wave `exp(i k·x)`. -/
def momentumAmplitude (r : ℝ) (k : Space) : ℂ :=
  ∫ x : Space, Complex.exp (-Complex.I * ((inner ℝ k x : ℝ) : ℂ)) * orbital r x

/-- For `r > 0` the unnormalized momentum density is a Gaussian with exponent `r^(3/2) |k|²`. -/
theorem momentum_density {r : ℝ} (hr : 0 < r) (k : Space) :
    ‖momentumAmplitude r k‖ ^ 2 =
      (2 * Real.pi * r ^ (3 / 2 : ℝ)) ^ 3 * Real.exp (-(r ^ (3 / 2 : ℝ) * ‖k‖ ^ 2)) := by
  have hs : 0 < r ^ (3 / 2 : ℝ) := Real.rpow_pos_of_pos hr _
  simp only [momentumAmplitude, orbital]
  generalize r ^ (3 / 2 : ℝ) = s at hs ⊢
  have hb : 0 < ((1 / (2 * s) : ℝ) : ℂ).re := by
    rw [Complex.ofReal_re]; positivity
  have h := GaussianFourier.integral_cexp_neg_mul_sq_norm_add hb (-Complex.I) k
  have e : ∀ x : Space, Complex.exp (-Complex.I * ((inner ℝ k x : ℝ) : ℂ)) *
      ((Real.exp (-‖x‖ ^ 2 / (2 * s)) : ℝ) : ℂ) =
      Complex.exp (-((1 / (2 * s) : ℝ) : ℂ) * (‖x‖ : ℂ) ^ 2 +
        -Complex.I * ((inner ℝ k x : ℝ) : ℂ)) := by
    intro x
    rw [Complex.ofReal_exp, ← Complex.exp_add]
    congr 1
    push_cast
    ring
  have h1 : (Real.pi : ℂ) / ((1 / (2 * s) : ℝ) : ℂ) = ((2 * Real.pi * s : ℝ) : ℂ) := by
    push_cast; ring
  have h2 : (Module.finrank ℝ Space : ℂ) / 2 = ((3 / 2 : ℝ) : ℂ) := by
    rw [finrank_euclideanSpace_fin]; norm_num
  have h4 : (-Complex.I) ^ 2 * (‖k‖ : ℂ) ^ 2 / (4 * ((1 / (2 * s) : ℝ) : ℂ)) =
      ((-(s * ‖k‖ ^ 2 / 2) : ℝ) : ℂ) := by
    rw [neg_sq, Complex.I_sq]; push_cast; ring
  have hp : 0 < 2 * Real.pi * s := by positivity
  rw [integral_congr_ae (Eventually.of_forall e), h, h1, h2, h4, norm_mul, mul_pow,
    Complex.norm_cpow_eq_rpow_re_of_pos hp, Complex.ofReal_re, Complex.norm_exp,
    Complex.ofReal_re, ← Real.rpow_mul_natCast hp.le,
    show (3 / 2 : ℝ) * ((2 : ℕ) : ℝ) = ((3 : ℕ) : ℝ) by norm_num, Real.rpow_natCast,
    sq (Real.exp _), ← Real.exp_add]
  congr 2
  ring

end MomentumDensity
```

Messages:

```
Try this:
  [apply] ring_nf
  
  The `ring` tactic failed to close the goal. Use `ring_nf` to obtain a normal form.
    
  Note that `ring` works primarily in *commutative* rings. If you have a noncommutative ring, abelian group or module, consider using `noncomm_ring`, `abel` or `module` instead.
Main.lean:39:85: error: unsolved goals
r : ℝ
hr : 0 < r
k : Space
s : ℝ
hs : 0 < s
hb : 0 < (↑(1 / (2 * s))).re
h :
  ∫ (v : Space), Complex.exp (-↑(1 / (2 * s)) * ↑‖v‖ ^ 2 + -Complex.I * ↑(inner ℝ k v)) =
    (↑Real.pi / ↑(1 / (2 * s))) ^ (↑(Module.finrank ℝ Space) / 2) *
      Complex.exp ((-Complex.I) ^ 2 * ↑‖k‖ ^ 2 / (4 * ↑(1 / (2 * s))))
e :
  ∀ (x : Space),
    Complex.exp (-Complex.I * ↑(inner ℝ k x)) * ↑(Real.exp (-‖x‖ ^ 2 / (2 * s))) =
      Complex.exp (-↑(1 / (2 * s)) * ↑‖x‖ ^ 2 + -Complex.I * ↑(inner ℝ k x))
⊢ ↑Real.pi * (↑s)⁻¹⁻¹ * 2 = ↑Real.pi * ↑s * 2
Try this:
  [apply] ring_nf
  
  The `ring` tactic failed to close the goal. Use `ring_nf` to obtain a normal form.
    
  Note that `ring` works primarily in *commutative* rings. If you have a noncommutative ring, abelian group or module, consider using `noncomm_ring`, `abel` or `module` instead.
Main.lean:44:40: error: unsolved goals
r : ℝ
hr : 0 < r
k : Space
s : ℝ
hs : 0 < s
hb : 0 < (↑(1 / (2 * s))).re
h :
  ∫ (v : Space), Complex.exp (-↑(1 / (2 * s)) * ↑‖v‖ ^ 2 + -Complex.I * ↑(inner ℝ k v)) =
    (↑Real.pi / ↑(1 / (2 * s))) ^ (↑(Module.finrank ℝ Space) / 2) *
      Complex.exp ((-Complex.I) ^ 2 * ↑‖k‖ ^ 2 / (4 * ↑(1 / (2 * s))))
e :
  ∀ (x : Space),
    Complex.exp (-Complex.I * ↑(inner ℝ k x)) * ↑(Real.exp (-‖x‖ ^ 2 / (2 * s))) =
      Complex.exp (-↑(1 / (2 * s)) * ↑‖x‖ ^ 2 + -Complex.I * ↑(inner ℝ k x))
h1 : ↑Real.pi / ↑(1 / (2 * s)) = ↑(2 * Real.pi * s)
h2 : ↑(Module.finrank ℝ Space) / 2 = ↑(3 / 2)
⊢ ↑‖k‖ ^ 2 * (↑s)⁻¹⁻¹ * (-1 / 2) = ↑‖k‖ ^ 2 * ↑s * (-1 / 2)
```

Cause. Both errors come from `ring`, in the auxiliary identities `h1` and `h4`. In each, the two sides left over differ only in that one has `(↑s)⁻¹⁻¹` where the other has `↑s`. These are equal in ℂ, even at zero, but `ring` does not cancel the double inverse here. The suggested `ring_nf` would not help, since it leaves the same double inverse, and the remark on noncommutative rings does not apply to ℂ.

The double inverse arises from dividing by an expression that contains `1 / (2 * s)`. The repair removes that nested division before `ring` runs. In `h1`, `one_div` turns the fraction into `(2 * ↑s)⁻¹`, and `div_inv_eq_mul` turns division by this inverse into multiplication by `2 * ↑s`. In `h4` the denominator also has a factor 4, so `div_mul_eq_div_div` first splits the division in two, which lets `div_inv_eq_mul` apply. What remains in each case is within reach of `ring`. Putting the tactics on separate lines is mere tidying.

This version goes through:

```diff
@@ -38,10 +38,15 @@
     ring
   have h1 : (Real.pi : ℂ) / ((1 / (2 * s) : ℝ) : ℂ) = ((2 * Real.pi * s : ℝ) : ℂ) := by
-    push_cast; ring
+    push_cast
+    rw [one_div, div_inv_eq_mul]
+    ring
   have h2 : (Module.finrank ℝ Space : ℂ) / 2 = ((3 / 2 : ℝ) : ℂ) := by
     rw [finrank_euclideanSpace_fin]; norm_num
   have h4 : (-Complex.I) ^ 2 * (‖k‖ : ℂ) ^ 2 / (4 * ((1 / (2 * s) : ℝ) : ℂ)) =
       ((-(s * ‖k‖ ^ 2 / 2) : ℝ) : ℂ) := by
-    rw [neg_sq, Complex.I_sq]; push_cast; ring
+    rw [neg_sq, Complex.I_sq]
+    push_cast
+    rw [one_div, div_mul_eq_div_div, div_inv_eq_mul]
+    ring
   have hp : 0 < 2 * Real.pi * s := by positivity
   rw [integral_congr_ae (Eventually.of_forall e), h, h1, h2, h4, norm_mul, mul_pow,
```
